# On a completed orthogonal sum of channels, bounded potentials with \(V_l=V_L\) for \(l\ge L\) sum to the finite semilocal form

An electron moves near a heavy atom whose core has been replaced by an effective core potential. It feels a different potential \(V_l\) in each angular-momentum channel \(l=0,1,2,\dots\), so the potential acts on a state \(f\) as \(\sum_l V_lP_lf\), where \(P_l\) projects onto channel \(l\). From some \(L\) on, the channels are taken to share one potential, and the infinite sum is then replaced by

\[
V_Lf+\sum_{l<L}(V_l-V_L)P_lf .
\]

The usual argument is one line: add and subtract \(V_L\), then use \(\sum_l P_l=1\). But that is an infinite sum of operators. In what sense does it converge, what is needed of the channels and the potentials, and can I see a complete proof that a computer has checked?

## Subtracting the common potential

Let \(H\) be a complex Hilbert space and let \(U_0,U_1,\dots\) be closed, mutually orthogonal subspaces, the channels. Suppose that \(H\) is their completed orthogonal sum: every \(f\in H\) is a norm-convergent series \(f=\sum_l x_l\) with \(x_l\in U_l\). Let \(P_l\) be the orthogonal projection onto \(U_l\), and let each \(V_l\) be a bounded operator on \(H\).

**One channel is invisible to the others.** If \(x\in U_l\) and \(m\neq l\), then \(x\) is orthogonal to \(U_m\), so \(P_mx=0\). Also \(P_lx=x\).

**The projections add up to the identity on each vector.** Since \(P_m\) is continuous, it may be applied term by term to \(f=\sum_l x_l\):

\[
P_mf=\sum_l P_mx_l=x_m, \qquad\text{hence}\qquad f=\sum_l P_lf .
\]

The convergence is in norm, for each fixed \(f\). This is the precise sense of \(\sum_lP_l=1\) used here.

**The tail is absorbed.** Since \(V_L\) is bounded, \(V_Lf=\sum_l V_LP_lf\). If \(V_l\) and \(V_L\) agree on \(U_l\) for \(l\ge L\), then \((V_l-V_L)P_lf=0\) for those \(l\), so the series of corrections is a finite sum. Adding the two gives

\[
\sum_l V_lP_lf=\sum_l V_LP_lf+\sum_l (V_l-V_L)P_lf
=V_Lf+\sum_{l<L}(V_l-V_L)P_lf .
\]

**The agreement is also necessary.** Suppose that the series converges to the semilocal form for every \(f\). Take \(l\ge L\) and \(f=x\in U_l\). The series has the single term \(V_lx\). In the semilocal form every \(P_mx\) with \(m<L\) vanishes, which leaves \(V_Lx\). Limits are unique, so \(V_lx=V_Lx\).

**Expectation value from channel weights.** Let the \(V_l\) be real numbers. Since \(f-P_lf\) is orthogonal to \(P_lf\), we have \(\langle f,P_lf\rangle=\|P_lf\|^2\). For \(f\neq0\), the normalised expectation value of the semilocal form is therefore

\[
V_L+\sum_{l<L}(V_l-V_L)\,\frac{\|P_lf\|^2}{\|f\|^2}.
\]

## The smallest case and a missing channel

For \(L=0\) the correction sum is empty and all channels share \(V_0\), so the series converges to \(V_0f\). If \(V_0\) is multiplication by a radial function, this is an ordinary local potential, the same for every channel. For \(L=1\) one projection remains, and the form is \(V_1f+(V_0-V_1)P_0f\).

If the channels do not fill the space, the series and the semilocal form can differ. Take \(H=\mathbb C^2\) with orthonormal basis \(e_0,e_1\), let \(U_0\) be the line through \(e_0\), and let \(U_l=\{0\}\) for \(l\ge1\). Put \(V_l=1\) for all \(l\) and \(L=0\). For \(f=e_1\) the series gives \(0\), while the semilocal form gives \(e_1\). The local term acts on the whole state, including any part that no channel contains.

## Channels, projections and potentials in Lean

The hypothesis `hU`, of type `IsHilbertSum`, says that the subspaces `U l`, with their inclusions into `H`, form a completed orthogonal sum. The operator `(U l).starProjection` is \(P_l\), regarded as a map from \(H\) to \(H\). `HasSum` means norm convergence that does not depend on the order of the terms, and `range L` is the set \(\{0,\dots,L-1\}\). Thus \(L\) labels the first channel of the common tail and has no projector of its own.

There are two versions of the potential:

- In `semilocalOp`, each `V l` has type `H →L[ℂ] H`, a bounded operator. It need not be self-adjoint or commute with the projections. Multiplication by a bounded real radial function \(V_l(r)\), the case of interest for an effective core potential, has both properties. The theorem `hasSum_semilocalOp_iff` states both directions: convergence to the semilocal form for every `f` is equivalent to agreement of `V l` and `V L` on `U l` for all `l ≥ L`.
- In `semilocal`, the strengths `v l` are real numbers. The theorem `hasSum_semilocal` gives convergence for every `f` when `v l = v L` for all `l ≥ L`. Physically, these numbers can be the values \(V_l(r)\) at one fixed distance \(r\) from the nucleus, with \(H\) the space of angular functions.

The common tail is a physical assumption about the core: channels of high angular momentum are taken to feel it alike. It enters as a hypothesis and is not derived from an all-electron atom. The channels are abstract too, so using the result for an atom requires the standard fact that the spherical-harmonic subspaces form such a decomposition. An unbounded potential, such as a bare \(-Z/r\) acting on functions of \(r\), is not covered by the operator version. The Coulomb attraction of the ionic core is the same in every channel, so it can be kept outside the sum as a separate local term. What remains in the sum must still be bounded. Some tabulated effective core potentials contain terms that grow like \(1/r\) or \(1/r^2\) towards the nucleus; for these, the version with real strengths still applies at each fixed \(r>0\).

For a single electron and one centre, with bounded radial channel potentials that coincide from \(L\) on, the result shows that the whole channel series can be evaluated with one local term and \(L\) projections. Effective core potentials are commonly used in this form in quantum chemistry and quantum Monte Carlo.

```lean
import Mathlib

open Finset

namespace SemilocalPotential

noncomputable section

/-- The semilocal operator `V_L + ∑_{l<L} (V_l - V_L) P_l`, built from bounded channel
potentials `V_l` and the orthogonal projections `P_l` onto the channels `U_l`. -/
def semilocalOp {H : Type*} [NormedAddCommGroup H] [InnerProductSpace ℂ H]
    (U : ℕ → Submodule ℂ H) [∀ l, (U l).HasOrthogonalProjection]
    (V : ℕ → H →L[ℂ] H) (L : ℕ) : H →L[ℂ] H :=
  V L + ∑ l ∈ range L, (V l - V L).comp (U l).starProjection

/-- The semilocal form `V_L f + ∑_{l<L} (V_l - V_L) P_l f` for real channel strengths `V_l`. -/
def semilocal {H : Type*} [NormedAddCommGroup H] [InnerProductSpace ℂ H]
    (U : ℕ → Submodule ℂ H) [∀ l, (U l).HasOrthogonalProjection]
    (v : ℕ → ℝ) (L : ℕ) (f : H) : H :=
  (v L : ℂ) • f + ∑ l ∈ range L, ((v l - v L : ℝ) : ℂ) • (U l).starProjection f

variable {H : Type*} [NormedAddCommGroup H] [InnerProductSpace ℂ H]
  {U : ℕ → Submodule ℂ H} [∀ l, (U l).HasOrthogonalProjection]

/-- The overlap of a vector with its projection onto a channel is the squared norm of
that projection. -/
theorem inner_projection (l : ℕ) (f : H) :
    inner ℂ f ((U l).starProjection f) = ((‖(U l).starProjection f‖ ^ 2 : ℝ) : ℂ) := by
  have h := Submodule.starProjection_inner_eq_zero (K := U l) f _
    (Submodule.starProjection_apply_mem (U l) f)
  rw [inner_sub_left, sub_eq_zero] at h
  rw [h, inner_self_eq_norm_sq_to_K]
  simp

/-- For real strengths, the inner product of `f` with the semilocal form applied to `f` is
`V_L ‖f‖² + ∑_{l<L} (V_l - V_L) ‖P_l f‖²`. -/
theorem inner_semilocal (v : ℕ → ℝ) (L : ℕ) (f : H) :
    inner ℂ f (semilocal U v L f) =
      ((v L * ‖f‖ ^ 2
        + ∑ l ∈ range L, (v l - v L) * ‖(U l).starProjection f‖ ^ 2 : ℝ) : ℂ) := by
  have hs : inner ℂ f f = ((‖f‖ ^ 2 : ℝ) : ℂ) := by
    rw [inner_self_eq_norm_sq_to_K]
    simp
  simp only [semilocal, inner_add_right, inner_sum, inner_smul_right, inner_projection, hs,
    Complex.ofReal_add, Complex.ofReal_mul, Complex.ofReal_sum]

variable [CompleteSpace H]

/-- In an orthogonal decomposition into channels, the projection onto one channel
annihilates every vector of another channel. -/
theorem projection_eq_zero (hU : IsHilbertSum ℂ (fun l => U l) fun l => (U l).subtypeₗᵢ)
    {l m : ℕ} (hml : m ≠ l) {x : H} (hx : x ∈ U l) : (U m).starProjection x = 0 := by
  apply Submodule.eq_starProjection_of_mem_of_inner_eq_zero (U m).zero_mem
  intro w hw
  rw [sub_zero]
  exact hU.OrthogonalFamily hml.symm ⟨x, hx⟩ ⟨w, hw⟩

/-- If a series with one term from each channel of an orthogonal decomposition converges,
the projection of its sum onto a channel is the term from that channel. -/
theorem projection_of_hasSum (hU : IsHilbertSum ℂ (fun l => U l) fun l => (U l).subtypeₗᵢ)
    {x : ℕ → H} {g : H} (hx : ∀ l, x l ∈ U l) (h : HasSum x g) (m : ℕ) :
    (U m).starProjection g = x m := by
  have h1 : HasSum (fun l => (U m).starProjection (x l)) ((U m).starProjection g) :=
    (U m).starProjection.hasSum h
  have h2 : HasSum (fun l => (U m).starProjection (x l)) ((U m).starProjection (x m)) :=
    hasSum_single m fun l hl => projection_eq_zero hU hl.symm (hx l)
  rw [h1.unique h2]
  exact Submodule.starProjection_eq_self_iff.2 (hx m)

/-- Completeness of the channels: every vector is the convergent sum of its projections
when the space is the completed orthogonal sum of the channels. -/
theorem hasSum_projection (hU : IsHilbertSum ℂ (fun l => U l) fun l => (U l).subtypeₗᵢ)
    (f : H) : HasSum (fun l => (U l).starProjection f) f := by
  have h := hU.hasSum_linearIsometryEquiv_symm (hU.linearIsometryEquiv f)
  rw [LinearIsometryEquiv.symm_apply_apply] at h
  have e : ∀ m, (U m).starProjection f = (U m).subtypeₗᵢ (hU.linearIsometryEquiv f m) :=
    projection_of_hasSum hU (fun l => (hU.linearIsometryEquiv f l).2) h
  rw [funext e]
  exact h

/-- For bounded channel potentials on a completed orthogonal sum of channels, the series
`∑ V_l P_l f` converges to the semilocal form for every `f` exactly when `V_l` and `V_L`
agree on channel `l` for all `l ≥ L`. -/
theorem hasSum_semilocalOp_iff
    (hU : IsHilbertSum ℂ (fun l => U l) fun l => (U l).subtypeₗᵢ)
    (V : ℕ → H →L[ℂ] H) (L : ℕ) :
    (∀ f, HasSum (fun l => V l ((U l).starProjection f)) (semilocalOp U V L f)) ↔
      ∀ l ≥ L, ∀ x ∈ U l, V l x = V L x := by
  have happ : ∀ f, semilocalOp U V L f =
      V L f + ∑ l ∈ range L, (V l - V L) ((U l).starProjection f) := fun f => by
    simp only [semilocalOp, add_apply, _root_.sum_apply,
      ContinuousLinearMap.comp_apply]
  constructor
  · -- test the series on a vector of a single channel
    intro h l hl x hx
    have h1 : HasSum (fun m => V m ((U m).starProjection x)) (V l ((U l).starProjection x)) :=
      hasSum_single l fun m hm => by rw [projection_eq_zero hU hm hx, map_zero]
    have h2 : ∑ m ∈ range L, (V m - V L) ((U m).starProjection x) = 0 :=
      sum_eq_zero fun m hm => by
        have hml : m ≠ l := by
          have := mem_range.1 hm
          omega
        rw [projection_eq_zero hU hml hx, map_zero]
    have h3 := h1.unique (h x)
    rwa [happ, h2, add_zero, Submodule.starProjection_eq_self_iff.2 hx] at h3
  · -- apply `V L` to the completeness relation and correct finitely many channels
    intro hV f
    have h1 := (V L).hasSum (hasSum_projection hU f)
    have h2 : HasSum (fun l => (V l - V L) ((U l).starProjection f))
        (∑ l ∈ range L, (V l - V L) ((U l).starProjection f)) :=
      hasSum_sum_of_ne_finset_zero fun l hl => by
        have hl' : L ≤ l := by simpa using hl
        rw [sub_apply,
          hV l hl' _ (Submodule.starProjection_apply_mem (U l) f), sub_self]
    rw [happ]
    convert h1.add h2 using 1
    ext l
    simp

/-- On a completed orthogonal sum of channels, if the real strengths satisfy `V_l = V_L`
for `l ≥ L`, then `∑ V_l P_l f` converges to the finite semilocal form. -/
theorem hasSum_semilocal (hU : IsHilbertSum ℂ (fun l => U l) fun l => (U l).subtypeₗᵢ)
    {v : ℕ → ℝ} {L : ℕ} (hv : ∀ l ≥ L, v l = v L) (f : H) :
    HasSum (fun l => (v l : ℂ) • (U l).starProjection f) (semilocal U v L f) := by
  have h := (hasSum_semilocalOp_iff hU
    (fun l => (v l : ℂ) • ContinuousLinearMap.id ℂ H) L).2
    (fun l hl x _ => by simp [hv l hl]) f
  simpa [semilocalOp, semilocal, _root_.sum_apply, sub_smul] using h

/-- The standard basis of the space of square-summable complex sequences. -/
def ell2Basis : HilbertBasis ℕ ℂ (lp (fun _ : ℕ => ℂ) 2) :=
  HilbertBasis.ofRepr (LinearIsometryEquiv.refl ℂ _)

/-- The space of square-summable sequences is the completed orthogonal sum of the lines
spanned by its standard basis vectors. -/
theorem isHilbertSum_witness :
    IsHilbertSum ℂ (fun l => Submodule.span ℂ {ell2Basis l})
      fun l => (Submodule.span ℂ {ell2Basis l}).subtypeₗᵢ := by
  have : ∀ l, CompleteSpace (Submodule.span ℂ {ell2Basis l}) :=
    fun l => FiniteDimensional.complete ℂ _
  apply IsHilbertSum.mkInternal
  · intro i j hij x y
    obtain ⟨c, hc⟩ := Submodule.mem_span_singleton.1 x.2
    obtain ⟨d, hd⟩ := Submodule.mem_span_singleton.1 y.2
    change inner ℂ (x : lp (fun _ : ℕ => ℂ) 2) (y : lp (fun _ : ℕ => ℂ) 2) = 0
    rw [← hc, ← hd, inner_smul_left, inner_smul_right, ell2Basis.orthonormal.2 hij]
    simp
  · refine ell2Basis.dense_span.ge.trans (Submodule.topologicalClosure_mono ?_)
    rw [Submodule.span_le]
    rintro _ ⟨l, rfl⟩
    exact Submodule.mem_iSup_of_mem l (Submodule.mem_span_singleton_self _)

end

end SemilocalPotential
```

```lean
#print axioms SemilocalPotential.inner_semilocal
-- 'SemilocalPotential.inner_semilocal' depends on axioms: [propext, Classical.choice, Quot.sound]
#print axioms SemilocalPotential.hasSum_semilocalOp_iff
-- 'SemilocalPotential.hasSum_semilocalOp_iff' depends on axioms: [propext, Classical.choice, Quot.sound]
#print axioms SemilocalPotential.hasSum_semilocal
-- 'SemilocalPotential.hasSum_semilocal' depends on axioms: [propext, Classical.choice, Quot.sound]
```

## From single channels to the full series

`projection_eq_zero` is the first step of the derivation. It uses the characterisation of a projection: \(0\) lies in \(U_m\), and \(x-0\) is orthogonal to \(U_m\), so \(0\) is the projection of \(x\).

`projection_of_hasSum` applies \(P_m\) to a convergent channel series. By `hasSum_single`, the projected series converges to its only surviving term, and `h1.unique h2` equates the two limits. `hasSum_projection` then takes the expansion of \(f\) supplied by the Hilbert sum, identifies its terms as \(P_lf\), and so obtains \(f=\sum_lP_lf\).

In `hasSum_semilocalOp_iff`, the first direction tests the series on a vector `x` of channel `l`. Here `h1` is the one-term series, `h2` shows that the corrections vanish, and uniqueness of the limit gives `V l x = V L x`. In the other direction, `h1` is \(V_L\) applied to the expansion of \(f\), `h2` is the series of corrections with its zero tail, and `h1.add h2` adds them as in the derivation.

`hasSum_semilocal` is the special case in which each operator is a real multiple of the identity. The formula for the expectation value is `inner_semilocal`, stated without dividing by \(\|f\|^2\). It rests on `inner_projection` and needs only that the projections exist, since the semilocal form is a finite sum.

Finally, `isHilbertSum_witness` gives a concrete decomposition with infinitely many nonzero channels: the coordinate lines in the space of square-summable sequences. Orthogonality comes from the orthonormal basis `ell2Basis`, and completeness from the density of its span. There \(P_l\) keeps the \(l\)-th entry of a sequence and sets the others to zero. For real strengths with a common tail, \(\sum_lV_lP_l\) multiplies each entry by its own \(V_l\).
